# No nonzero, nonnegative radial solution of $u''+(d-1)u'/r+u^p=0$ in a ball with $u=0$ at the wall, for integers $d\ge 3$ and $p\ge (d+2)/(d-2)$

A stationary wave with an attractive power-law self-interaction sits in a spherical box of radius $R$ with a hard wall. If it is radial, nodeless and at zero chemical potential, its profile $u(r)\ge 0$ satisfies

$$u''+\frac{d-1}{r}\,u'+u^p=0\quad(0<r<R),\qquad u(R)=0,$$

and the profile is represented here by two functions, $u$ and its slope $v$, instead of one function with a second derivative. Both are continuous on $[0,R]$, while the differential equations are required only in the open interval. The singular point $r=0$ then needs no separate treatment, and $v(R)$ is the slope at the wall taken from inside.

The coupling constant is absorbed into the amplitude, so $u$ is not normalised to one. In three dimensions $p=3$ is the cubic Gross–Pitaevskii term and $p=5$ the quintic term of a three-body attraction. Within this mean-field model, for $d=3$ and integer $p\ge5$, the only nonnegative radial solution at zero chemical potential is $u=0$. If a numerical solver returns a nonzero profile with a small residual at the grid points, there is thus no nonzero solution of this kind for it to approximate.

```lean
import Mathlib

open Set Filter Topology

namespace PohozaevNonexistence

noncomputable section
```

The dimension is written $d=m+2$ with $m$ a natural number, so `m` is not a mass, and `p` is an exponent and not a momentum. In `IsRadialSolution m p R u v`, the field `deriv_u` says $u'=v$, and `deriv_v` says

$$v'=-\frac{m+1}{r}\,v-u^p .$$

The passage from a wave function on the ball to this pair is assumed: no Laplacian appears, and the radial symmetry is put in from the start.

```lean
/-- A radial solution of `u'' + (d - 1) u' / r + u ^ p = 0` in the ball of radius `R` in
dimension `d = m + 2`: `u` and its slope `v` are continuous on `[0, R]`, and the equation
holds for `0 < r < R`. -/
structure IsRadialSolution (m p : ℕ) (R : ℝ) (u v : ℝ → ℝ) : Prop where
  cont_u : ContinuousOn u (Icc 0 R)
  cont_v : ContinuousOn v (Icc 0 R)
  deriv_u : ∀ r ∈ Ioo 0 R, HasDerivAt u (v r) r
  deriv_v : ∀ r ∈ Ioo 0 R, HasDerivAt v (-(((m : ℝ) + 1) / r * v r) - u r ^ p) r
```

## A function built from dilation and energy

Two multipliers are applied to the field equation. The first is $r u'$, the rate of change of $u(\lambda r)$ with $\lambda$ at $\lambda=1$; it gives the scaling identity. The second is $u$ itself and gives the energy identity. The corresponding boundary terms are combined into

$$P(r)=r^{m+2}\left(\frac{v^2}{2}+\frac{u^{p+1}}{p+1}\right)+\frac m2\,r^{m+1}v\,u .$$

```lean
/-- The Pohozaev function: the scaling term `r ^ d (v ^ 2 / 2 + u ^ (p + 1) / (p + 1))` plus
`(d - 2) / 2` times the energy term `r ^ (d - 1) v u`, in dimension `d = m + 2`. -/
def pohozaev (m p : ℕ) (u v : ℝ → ℝ) (r : ℝ) : ℝ :=
  r ^ (m + 2) * (v r ^ 2 / 2 + u r ^ (p + 1) / ((p : ℝ) + 1))
    + (m : ℝ) / 2 * (r ^ (m + 1) * v r * u r)
```

The derivatives below use the power rule $(s^{k+1})'=(k+1)s^k$, in a form that avoids subtraction in the exponent.

```lean
/-- The power rule, with the exponent written as `k + 1`. -/
theorem hasDerivAt_power (k : ℕ) (x : ℝ) :
    HasDerivAt (fun s : ℝ => s ^ (k + 1)) (((k : ℝ) + 1) * x ^ k) x := by
  simpa using hasDerivAt_pow (k + 1) x
```

## The flux and its source

The radial flux is $r^{m+1}v$. By the product rule and the field equation,

$$(r^{m+1}v)'=(m+1)r^m v+r^{m+1}\left(-\frac{m+1}{r}v-u^p\right)=-r^{m+1}u^p .$$

In the proof, `a` stands for $v'$, and `ha` is the field equation multiplied by $r$, which removes the division. Multiplying `ha` by $r^m$ then closes the algebra.

```lean
variable {m p : ℕ} {R : ℝ} {u v : ℝ → ℝ}

/-- Flux identity: inside the ball, the radial flux `r ^ (d - 1) u'` of a radial solution
changes at the rate `-r ^ (d - 1) u ^ p`. -/
theorem flux_identity (h : IsRadialSolution m p R u v) {r : ℝ} (hr : r ∈ Ioo 0 R) :
    HasDerivAt (fun s => s ^ (m + 1) * v s) (-(r ^ (m + 1) * u r ^ p)) r := by
  have hr0 : r ≠ 0 := hr.1.ne'
  obtain ⟨a, hv, ha⟩ : ∃ a, HasDerivAt v a r ∧
      r * a = -((m : ℝ) + 1) * v r - r * u r ^ p :=
    ⟨_, h.deriv_v r hr, by field_simp⟩
  refine ((hasDerivAt_power m r).fun_mul hv).congr_deriv ?_
  linear_combination r ^ m * ha
```

## The scaling identity

Let $E=v^2/2+u^{p+1}/(p+1)$. Along a solution

$$E'=v\,v'+u^p v=-\frac{m+1}{r}\,v^2 ,$$

and therefore

$$(r^{m+2}E)'=(m+2)r^{m+1}E-(m+1)r^{m+1}v^2
=r^{m+1}\left(\frac{(m+2)u^{p+1}}{p+1}-\frac m2 v^2\right),$$

since $(m+2)/2-(m+1)=-m/2$. The steps `hK` and `hF` differentiate the two parts of $E$; the last line inserts the field equation with the factor $r^{m+1}v$.

```lean
/-- Scaling identity: the rate of change of `r ^ d (u' ^ 2 / 2 + u ^ (p + 1) / (p + 1))` along
a radial solution inside the ball, in dimension `d = m + 2`. -/
theorem scaling_identity (h : IsRadialSolution m p R u v) {r : ℝ} (hr : r ∈ Ioo 0 R) :
    HasDerivAt (fun s => s ^ (m + 2) * (v s ^ 2 / 2 + u s ^ (p + 1) / ((p : ℝ) + 1)))
      (r ^ (m + 1) * (((m : ℝ) + 2) * u r ^ (p + 1) / ((p : ℝ) + 1) - (m : ℝ) / 2 * v r ^ 2))
      r := by
  have hr0 : r ≠ 0 := hr.1.ne'
  have hp0 : (p : ℝ) + 1 ≠ 0 := by positivity
  obtain ⟨a, hv, ha⟩ : ∃ a, HasDerivAt v a r ∧
      r * a = -((m : ℝ) + 1) * v r - r * u r ^ p :=
    ⟨_, h.deriv_v r hr, by field_simp⟩
  have hK : HasDerivAt (fun s => v s ^ 2 / 2) (v r * a) r :=
    (((hasDerivAt_power 1 (v r)).comp r hv).div_const 2).congr_deriv (by push_cast; ring)
  have hF : HasDerivAt (fun s => u s ^ (p + 1) / ((p : ℝ) + 1)) (u r ^ p * v r) r :=
    (((hasDerivAt_power p (u r)).comp r (h.deriv_u r hr)).div_const _).congr_deriv
      (by field_simp)
  refine ((hasDerivAt_power (m + 1) r).fun_mul (hK.fun_add hF)).congr_deriv ?_
  push_cast
  linear_combination r ^ (m + 1) * v r * ha
```

## The energy identity

The flux identity and $u'=v$ give

$$(r^{m+1}v\,u)'=-r^{m+1}u^p\,u+r^{m+1}v\,v=r^{m+1}(v^2-u^{p+1}).$$

```lean
/-- Energy identity: inside the ball, `r ^ (d - 1) u' u` changes along a radial solution at the
rate `r ^ (d - 1) (u' ^ 2 - u ^ (p + 1))`. -/
theorem energy_identity (h : IsRadialSolution m p R u v) {r : ℝ} (hr : r ∈ Ioo 0 R) :
    HasDerivAt (fun s => s ^ (m + 1) * v s * u s)
      (r ^ (m + 1) * (v r ^ 2 - u r ^ (p + 1))) r :=
  ((flux_identity h hr).fun_mul (h.deriv_u r hr)).congr_deriv (by ring)
```

## Cancelling the gradient terms

Adding $m/2$ times the energy identity to the scaling identity removes $v^2$:

$$P'=r^{m+1}u^{p+1}\left(\frac{m+2}{p+1}-\frac m2\right).$$

This is a local form of the virial relation. Where $u>0$, the sign of $P'$ depends only on $d$ and $p$; where $u=0$, $P'$ is zero.

```lean
/-- Pohozaev identity: in the combination of the scaling and energy identities the gradient
terms cancel, and only a multiple of `r ^ (d - 1) u ^ (p + 1)` is left. -/
theorem pohozaev_identity (h : IsRadialSolution m p R u v) {r : ℝ} (hr : r ∈ Ioo 0 R) :
    HasDerivAt (pohozaev m p u v)
      (r ^ (m + 1) * u r ^ (p + 1) * (((m : ℝ) + 2) / ((p : ℝ) + 1) - (m : ℝ) / 2)) r :=
  ((scaling_identity h hr).fun_add
    ((energy_identity h hr).const_mul ((m : ℝ) / 2))).congr_deriv (by ring)
```

## The slope at the wall

The bracket is nonpositive exactly when $2(m+2)\le m(p+1)$, that is, when

$$m+4\le mp .$$

This is the hypothesis `hcrit`. It fails for $m=0$, so it forces $d\ge3$, and it then reads $p\ge(d+2)/(d-2)$, with the critical exponent included.

Under it $P$ does not increase on $[0,R]$. At the centre $P(0)=0$, because every term carries a positive power of $r$. At the wall $u(R)=0$, so

$$\frac{R^{m+2}v(R)^2}{2}=P(R)\le P(0)=0,$$

and hence $v(R)=0$. In Lean, `hcoef` is the sign of the bracket and `hanti` the monotonicity, which follows from continuity on the closed interval and a nonpositive derivative inside it. The final contradiction assumes $v(R)\ne0$, which would make $P(R)$ positive.

```lean
/-- A nonnegative radial solution that vanishes at the wall `r = R > 0` also has zero slope
there, if `p` is at least the critical exponent: `(d - 2) p ≥ d + 2` with `d = m + 2`. -/
theorem wall_slope_eq_zero (h : IsRadialSolution m p R u v) (hR : 0 < R)
    (hpos : ∀ r ∈ Icc 0 R, 0 ≤ u r) (hwall : u R = 0) (hcrit : m + 4 ≤ m * p) :
    v R = 0 := by
  have hcoef : ((m : ℝ) + 2) / ((p : ℝ) + 1) ≤ (m : ℝ) / 2 := by
    have hc : (m : ℝ) + 4 ≤ m * p := by exact_mod_cast hcrit
    rw [div_le_div_iff₀ (by positivity) (by positivity)]
    linarith
  have hcont : ContinuousOn (pohozaev m p u v) (Icc 0 R) :=
    ((continuous_pow (m + 2)).continuousOn.mul
      (((h.cont_v.pow 2).div_const 2).add ((h.cont_u.pow (p + 1)).div_const _))).add
      (continuousOn_const.mul
        (((continuous_pow (m + 1)).continuousOn.mul h.cont_v).mul h.cont_u))
  -- the Pohozaev function does not increase from the centre to the wall
  have hanti : AntitoneOn (pohozaev m p u v) (Icc 0 R) := by
    apply antitoneOn_of_deriv_nonpos (convex_Icc 0 R) hcont <;> rw [interior_Icc] <;>
      intro r hr
    · exact (pohozaev_identity h hr).differentiableAt.differentiableWithinAt
    · rw [(pohozaev_identity h hr).deriv]
      exact mul_nonpos_of_nonneg_of_nonpos
        (mul_nonneg (pow_nonneg hr.1.le _) (pow_nonneg (hpos r (Ioo_subset_Icc_self hr)) _))
        (by linarith)
  have hle := hanti (left_mem_Icc.2 hR.le) (right_mem_Icc.2 hR.le) hR.le
  have h0 : pohozaev m p u v 0 = 0 := by simp [pohozaev]
  have h1 : pohozaev m p u v R = R ^ (m + 2) * (v R ^ 2 / 2) := by simp [pohozaev, hwall]
  rw [h0, h1] at hle
  by_contra hne
  have hlt : 0 < R ^ (m + 2) * (v R ^ 2 / 2) := by positivity
  linarith
```

## From zero wall slope to zero profile

Since $u\ge0$, the flux identity shows that $r^{m+1}v$ does not increase. It is zero at $r=0$ because of the power of $r$, and zero at $r=R$ because $v(R)=0$. For $0<r<R$ this gives

$$0\ge r^{m+1}v(r)\ge 0 .$$

The flux therefore vanishes throughout, its derivative $-r^{m+1}u^p$ vanishes too, and $u=0$ inside the ball. Continuity extends this to both endpoints.

The theorem `pohozaev_nonexistence` reads: if $(u,v)$ is a radial solution with $R>0$, $u\ge0$ on $[0,R]$, $u(R)=0$ and $m+4\le mp$, then $u(r)=0$ for every $r\in[0,R]$. Its scope is radial profiles in balls with integer $p$, and not the general star-shaped domains with which Pohozaev's name is associated. In the proof, `hflux` is the squeeze between the two end values, and `hz` compares the two expressions for the derivative of the flux.

```lean
/-- Pohozaev nonexistence: in a ball of radius `R > 0` in dimension `d = m + 2`, a nonnegative
radial solution with `u(R) = 0` vanishes identically if `(d - 2) p ≥ d + 2`. -/
theorem pohozaev_nonexistence (h : IsRadialSolution m p R u v) (hR : 0 < R)
    (hpos : ∀ r ∈ Icc 0 R, 0 ≤ u r) (hwall : u R = 0) (hcrit : m + 4 ≤ m * p) :
    ∀ r ∈ Icc 0 R, u r = 0 := by
  have hvR := wall_slope_eq_zero h hR hpos hwall hcrit
  have hcont : ContinuousOn (fun s => s ^ (m + 1) * v s) (Icc 0 R) :=
    (continuous_pow (m + 1)).continuousOn.mul h.cont_v
  have hanti : AntitoneOn (fun s => s ^ (m + 1) * v s) (Icc 0 R) := by
    apply antitoneOn_of_deriv_nonpos (convex_Icc 0 R) hcont <;> rw [interior_Icc] <;>
      intro r hr
    · exact (flux_identity h hr).differentiableAt.differentiableWithinAt
    · rw [(flux_identity h hr).deriv]
      exact neg_nonpos.2
        (mul_nonneg (pow_nonneg hr.1.le _) (pow_nonneg (hpos r (Ioo_subset_Icc_self hr)) _))
  -- the flux does not increase and is zero at both ends, hence it is zero in between
  have hflux : ∀ r ∈ Ioo 0 R, r ^ (m + 1) * v r = 0 := by
    intro r hr
    have h1 := hanti (left_mem_Icc.2 hR.le) (Ioo_subset_Icc_self hr) hr.1.le
    have h2 := hanti (Ioo_subset_Icc_self hr) (right_mem_Icc.2 hR.le) hr.2.le
    simp only [hvR, mul_zero] at h2
    simp only [zero_pow (Nat.succ_ne_zero m), zero_mul] at h1
    exact le_antisymm h1 h2
  -- so its source `u ^ p` is zero inside the ball
  have hin : EqOn u (fun _ => 0) (Ioo 0 R) := by
    intro r hr
    have hev : (fun s => s ^ (m + 1) * v s) =ᶠ[𝓝 r] fun _ => (0 : ℝ) := by
      filter_upwards [Ioo_mem_nhds hr.1 hr.2] with s hs using hflux s hs
    have hz := (flux_identity h hr).unique
      ((hasDerivAt_const r (0 : ℝ)).congr_of_eventuallyEq hev)
    by_contra hne
    exact mul_ne_zero (pow_ne_zero (m + 1) hr.1.ne') (pow_ne_zero p hne) (neg_eq_zero.1 hz)
  exact hin.of_subset_closure h.cont_u continuousOn_const Ioo_subset_Icc_self
    (closure_Ioo hR.ne).ge
```

## Three dimensions with an ordinary second derivative

For $d=3$ the condition becomes $5\le p$, and the equation can be stated for $u$ alone:

$$u''+\frac2r u'+u^p=0\quad(0<r<R).$$

The hypothesis `ContDiffOn ℝ 2 u (Icc 0 R)` says that $u$ is twice continuously differentiable up to both endpoints. The proof takes for $v$ the derivative within $[0,R]$, called `w`, which is one-sided at the ends and equals $u'$ inside. The pair $(u,w)$ is then a radial solution with $m=1$, and the general theorem applies.

```lean
/-- Three dimensions: let `p ≥ 5`, `R > 0`, and let `u ≥ 0` be twice continuously differentiable
on `[0, R]` with `u'' + 2 u' / r + u ^ p = 0` inside and `u(R) = 0`. Then `u` is zero. -/
theorem nonexistence_three_dim (hp : 5 ≤ p) (hR : 0 < R) (hu : ContDiffOn ℝ 2 u (Icc 0 R))
    (hode : ∀ r ∈ Ioo 0 R, deriv (deriv u) r + 2 / r * deriv u r + u r ^ p = 0)
    (hpos : ∀ r ∈ Icc 0 R, 0 ≤ u r) (hwall : u R = 0) :
    ∀ r ∈ Icc 0 R, u r = 0 := by
  obtain ⟨w, hw⟩ : ∃ w, w = derivWithin u (Icc 0 R) := ⟨_, rfl⟩
  have hwC : ContDiffOn ℝ 1 w (Icc 0 R) := by
    rw [hw]
    exact hu.derivWithin (uniqueDiffOn_Icc hR) (by norm_num)
  have hwd : ∀ r ∈ Ioo 0 R, w r = deriv u r := fun r hr => by
    rw [hw]
    exact derivWithin_of_mem_nhds (Icc_mem_nhds hr.1 hr.2)
  have hsol : IsRadialSolution 1 p R u w := by
    refine ⟨hu.continuousOn, hwC.continuousOn, fun r hr => ?_, fun r hr => ?_⟩
    · rw [hwd r hr]
      exact ((hu.differentiableOn (by norm_num)).differentiableAt
        (Icc_mem_nhds hr.1 hr.2)).hasDerivAt
    · have hd : deriv w r = deriv (deriv u) r := EventuallyEq.deriv_eq (by
        filter_upwards [Ioo_mem_nhds hr.1 hr.2] with s hs using hwd s hs)
      refine ((hwC.differentiableOn (by norm_num)).differentiableAt
        (Icc_mem_nhds hr.1 hr.2)).hasDerivAt.congr_deriv ?_
      rw [hd, hwd r hr]
      push_cast
      linear_combination hode r hr
  exact pohozaev_nonexistence hsol hR hpos hwall (by omega)
```

## A positive profile without the wall condition

Let $f=(1+r^2/3)^{-1/2}$, the Emden profile. Then $f'=-\tfrac r3f^3$, and

$$f''+\frac2r f'=-\frac{f^3}{3}+\frac{r^2}{3}f^5-\frac23f^3
=-f^3\left(1-\frac{r^2}{3}f^2\right)=-f^5,$$

where the last step uses $f^2(1+r^2/3)=1$, the relation `hrel`. So $f$ solves the equation with $d=3$, $p=5$ and is positive everywhere. The exponent condition holds here, which shows that the theorem needs some condition at the wall.

```lean
/-- The Emden profile `1 / √(1 + r ^ 2 / 3)` is positive everywhere and solves the
three-dimensional equation with `p = 5` in every ball. -/
theorem emden_witness (R : ℝ) :
    IsRadialSolution 1 5 R (fun r => (√(1 + r ^ 2 / 3))⁻¹)
      (fun r => -(r / 3) * (√(1 + r ^ 2 / 3))⁻¹ ^ 3) ∧
    ∀ r : ℝ, 0 < (√(1 + r ^ 2 / 3))⁻¹ := by
  obtain ⟨f, hf⟩ : ∃ f : ℝ → ℝ, f = fun r => (√(1 + r ^ 2 / 3))⁻¹ := ⟨_, rfl⟩
  have hfr : ∀ r, (√(1 + r ^ 2 / 3))⁻¹ = f r := fun r => by rw [hf]
  simp only [hfr]
  have hpos : ∀ r, 0 < f r := fun r => by rw [← hfr]; positivity
  have hrel : ∀ r, f r ^ 2 * (1 + r ^ 2 / 3) = 1 := fun r => by
    have h0 : 0 < 1 + r ^ 2 / 3 := by positivity
    rw [← hfr, inv_pow, Real.sq_sqrt h0.le, inv_mul_cancel₀ h0.ne']
  have hd : ∀ r, HasDerivAt f (-(r / 3) * f r ^ 3) r := fun r => by
    have h0 : 0 < 1 + r ^ 2 / 3 := by positivity
    have hs : √(1 + r ^ 2 / 3) ≠ 0 := (Real.sqrt_pos.2 h0).ne'
    have hq : HasDerivAt (fun s : ℝ => 1 + s ^ 2 / 3) (2 * r / 3) r :=
      (((hasDerivAt_power 1 r).div_const 3).const_add 1).congr_deriv (by push_cast; ring)
    rw [← hfr, hf]
    refine ((hq.sqrt h0.ne').inv hs).congr_deriv ?_
    field_simp
  have hc : Continuous f := continuous_iff_continuousAt.2 fun r => (hd r).continuousAt
  refine ⟨⟨hc.continuousOn, ?_, fun r _ => hd r, fun r hr => ?_⟩, hpos⟩
  · exact (((continuous_id.div_const 3).neg).mul (hc.pow 3)).continuousOn
  · have hr0 : r ≠ 0 := hr.1.ne'
    have hcube := (hasDerivAt_power 2 (f r)).comp r (hd r)
    refine ((((hasDerivAt_id' r).div_const 3).fun_neg).fun_mul hcube).congr_deriv ?_
    have e : (((1 : ℕ) : ℝ) + 1) / r * (-(r / 3) * f r ^ 3) = -(2 / 3) * f r ^ 3 := by
      push_cast
      field_simp
      ring
    rw [e]
    simp only [Function.comp_apply]
    push_cast
    linear_combination f r ^ 3 * hrel r
```

## A positive profile for a uniform source

For $p=0$ the source is constant, and $u=(R^2-r^2)/(2d)$ has $u'=-r/d$, so that

$$u''+\frac{d-1}{r}u'+1=-\frac1d-\frac{d-1}{d}+1=0 .$$

This profile is positive for $0\le r<R$ and zero at the wall, in every dimension $d\ge2$. Some condition that excludes $p=0$ is therefore needed; the example does not locate the threshold.

```lean
/-- For `p = 0` (a uniform source) and `R > 0`, the profile `(R ^ 2 - r ^ 2) / (2 d)` is a radial
solution in dimension `d = m + 2` that is positive for `0 ≤ r < R` and zero at the wall. -/
theorem uniform_source_witness (m : ℕ) {R : ℝ} (hR : 0 < R) :
    IsRadialSolution m 0 R (fun r => (R ^ 2 - r ^ 2) / 2 / ((m : ℝ) + 2))
      (fun r => -r / ((m : ℝ) + 2)) ∧
    (∀ r ∈ Ico 0 R, 0 < (R ^ 2 - r ^ 2) / 2 / ((m : ℝ) + 2)) ∧
    (R ^ 2 - R ^ 2) / 2 / ((m : ℝ) + 2) = 0 := by
  have hm : (m : ℝ) + 2 ≠ 0 := by positivity
  refine ⟨⟨?_, ?_, fun r _ => ?_, fun r hr => ?_⟩, fun r hr => ?_, by simp⟩
  · exact (((continuous_const.sub (continuous_pow 2)).div_const 2).div_const _).continuousOn
  · exact (continuous_neg.div_const _).continuousOn
  · exact ((((hasDerivAt_power 1 r).const_sub (R ^ 2)).div_const 2).div_const _).congr_deriv
      (by push_cast; ring)
  · have hr0 : r ≠ 0 := hr.1.ne'
    refine ((hasDerivAt_id' r).fun_neg.div_const _).congr_deriv ?_
    rw [pow_zero]
    field_simp
    ring
  · have h1 : 0 < R ^ 2 - r ^ 2 := by nlinarith [hr.1, hr.2]
    positivity

end

end PohozaevNonexistence
```

```lean
#print axioms PohozaevNonexistence.wall_slope_eq_zero
#print axioms PohozaevNonexistence.nonexistence_three_dim
```

```
'PohozaevNonexistence.wall_slope_eq_zero' depends on axioms: [propext, Classical.choice, Quot.sound]
'PohozaevNonexistence.nonexistence_three_dim' depends on axioms: [propext, Classical.choice, Quot.sound]
```
